# The Kubo formula for a finite quantum system given a sudden kick

The theorem `kubo_response` concerns a quantum system with a finite-dimensional state space and a time-independent Hamiltonian `H`, in units with ħ = 1. A vector φ is kicked by exp(−iaA), with `A` Hermitian, and then evolves under `H` for a time t into ψ. The theorem says that the derivative of ⟨ψ, Bψ⟩ with respect to a, at a = 0, is −i⟨φ, [B(t), A]φ⟩, where B(t) = exp(iHt) B exp(−iHt) and `B` is any matrix; when φ is normalised, this is the linear response of the mean of `B`. The proof moves both evolutions from the vector onto the operator, differentiates the resulting product by the product rule, and compares the result at a = 0 with the commutator.

In Lean, a first try:

```lean
import Mathlib

open Matrix Complex

namespace KuboResponse

noncomputable section

variable {n : Type*} [Fintype n] [DecidableEq n]

/-- The evolution `exp(-i s G)` generated by the matrix `G`. -/
def evol (G : Matrix n n ℂ) (s : ℝ) : Matrix n n ℂ :=
  NormedSpace.exp ((-(I * (s : ℂ))) • G)

/-- The Heisenberg operator `B(t) = exp(iHt) B exp(-iHt)`. -/
def heis (H B : Matrix n n ℂ) (t : ℝ) : Matrix n n ℂ :=
  evol H (-t) * B * evol H t

/-- The sandwich `⟨φ, M φ⟩`, as a linear functional of the operator `M`. -/
def expect (φ : n → ℂ) : Matrix n n ℂ →ₗ[ℂ] ℂ where
  toFun M := star φ ⬝ᵥ (M *ᵥ φ)
  map_add' M N := by rw [Matrix.add_mulVec, dotProduct_add]
  map_smul' c M := by rw [Matrix.smul_mulVec, dotProduct_smul]; rfl

/-- The sandwich `⟨ψ, B ψ⟩`, where `ψ` is obtained from `φ` by a kick `a A` and evolution under `H`
for time `t`. It is the mean of `B` when `ψ` is normalised. -/
def kickedMean (H A B : Matrix n n ℂ) (φ : n → ℂ) (t a : ℝ) : ℂ :=
  expect ((evol H t * evol A a) *ᵥ φ) B

/-- For a Hermitian generator, the adjoint of the evolution is the backward evolution. -/
theorem evol_conjTranspose {G : Matrix n n ℂ} (hG : G.IsHermitian) (s : ℝ) :
    (evol G s)ᴴ = evol G (-s) := by
  have hs : star (-(I * (s : ℂ))) = -(I * ((-s : ℝ) : ℂ)) := by
    simp [mul_comm]
  rw [evol, evol, ← Matrix.exp_conjTranspose, Matrix.conjTranspose_smul, hG.eq, hs]

open scoped Matrix.Norms.Operator

/-- The evolution obeys the Schrödinger equation: its `s`-derivative is
`exp(-i s G) (-i G)`. -/
theorem evol_hasDerivAt (G : Matrix n n ℂ) (s : ℝ) :
    HasDerivAt (evol G) (evol G s * ((-I) • G)) s := by
  have hs : ∀ u : ℝ, (-(I * (u : ℂ))) • G = u • ((-I) • G) := fun u => by
    ext i j
    simp only [Matrix.smul_apply, smul_eq_mul, Complex.real_smul]
    ring
  have e : ∀ u : ℝ, evol G u = NormedSpace.exp (u • ((-I) • G)) :=
    fun u => congrArg NormedSpace.exp (hs u)
  have h := hasDerivAt_exp_smul_const (𝕂 := ℝ) ((-I) • G) s
  exact (h.congr_deriv (congrArg (fun M => M * ((-I) • G)) (e s).symm)).congr_of_eventuallyEq
    (Filter.Eventually.of_forall e)

omit [DecidableEq n] in
/-- The derivative of the sandwich of a differentiable operator path is the sandwich of the
derivative of the path. -/
theorem expect_hasDerivAt (φ : n → ℂ) {F : ℝ → Matrix n n ℂ} {F' : Matrix n n ℂ} {s : ℝ}
    (h : HasDerivAt F F' s) : HasDerivAt (fun u => expect φ (F u)) (expect φ F') s :=
  ((expect φ).toContinuousLinearMap.restrictScalars ℝ).hasFDerivAt.comp_hasDerivAt s h

/-- Kubo formula: for Hermitian `H` and `A`, the derivative of `kickedMean H A B φ t a` at `a = 0`
is `-i ⟨φ, [B(t), A] φ⟩`. For normalised `φ` this is the linear response of the mean of `B` at time
`t` to a kick by `A` at time zero. -/
theorem kubo_response {H A : Matrix n n ℂ} (hH : H.IsHermitian) (hA : A.IsHermitian)
    (B : Matrix n n ℂ) (φ : n → ℂ) (t : ℝ) :
    HasDerivAt (fun a => kickedMean H A B φ t a)
      (-I * expect φ (heis H B t * A - A * heis H B t)) 0 := by
  have hf : (fun a => kickedMean H A B φ t a) =
      fun a => expect φ (evol (-A) a * heis H B t * evol A a) := by
    funext a
    have hn : evol (-A) a = evol A (-a) := by simp [evol]
    rw [hn, heis, ← evol_conjTranspose hA, ← evol_conjTranspose hH]
    change star ((evol H t * evol A a) *ᵥ φ) ⬝ᵥ (B *ᵥ ((evol H t * evol A a) *ᵥ φ)) =
      star φ ⬝ᵥ (((evol A a)ᴴ * ((evol H t)ᴴ * B * evol H t) * evol A a) *ᵥ φ)
    rw [Matrix.star_mulVec, ← Matrix.dotProduct_mulVec, Matrix.conjTranspose_mul]
    simp only [Matrix.mulVec_mulVec, Matrix.mul_assoc]
  have h0 : ∀ G : Matrix n n ℂ, evol G 0 = 1 := fun G => by simp [evol]
  rw [hf]
  refine (expect_hasDerivAt φ (((evol_hasDerivAt (-A) 0).mul_const (heis H B t)).fun_mul
    (evol_hasDerivAt A 0))).congr_deriv ?_
  rw [h0, h0, ← smul_eq_mul, ← map_smul]
  congr 1
  simp only [one_mul, mul_one, smul_mul_assoc, mul_smul_comm, neg_mul]
  module

end

end KuboResponse
```

The compiler's answer:

```
Main.lean:80:29: error: Tactic `rewrite` failed: Did not find an occurrence of the pattern
  ?c • ?f ?x
in the target expression
  (expect φ) ((1 * -I • -A * heis H B t) • 1 + 1 * heis H B t * (1 * -I • A)) =
    -I * (expect φ) (heis H B t * A - A * heis H B t)

n : Type u_1
inst✝¹ : Fintype n
inst✝ : DecidableEq n
H A : Matrix n n ℂ
hH : H.IsHermitian
hA : A.IsHermitian
B : Matrix n n ℂ
φ : n → ℂ
t : ℝ
hf : (fun a => kickedMean H A B φ t a) = fun a => (expect φ) (evol (-A) a * heis H B t * evol A a)
h0 : ∀ (G : Matrix n n ℂ), evol G 0 = 1
⊢ (expect φ) ((1 * -I • -A * heis H B t) • 1 + 1 * heis H B t * (1 * -I • A)) =
    -I * (expect φ) (heis H B t * A - A * heis H B t)
```

Diagnosis. The error is reported at `← map_smul`, but the trouble starts one step earlier. The rewrite `← smul_eq_mul` was meant to turn the scalar product `-I * expect φ (...)` on the right into `-I • expect φ (...)`, so that `← map_smul` could take `-I` inside `expect φ`. Read backwards, though, `smul_eq_mul` matches any product `?a * ?b`, and Lean settled on a product of matrices on the left, the one whose last factor is `1`. The goal in the message shows that product as `(...) • 1`, while the right side still has `-I * (expect φ) (...)`. So `← map_smul` found no scalar multiple of a map's value, `?c • ?f ?x`, to rewrite.

The repair states the intended equation separately as `hc`. Its proof uses `map_smul` and `smul_eq_mul` forwards, where they match the scalar multiple inside `expect φ` and then the one outside it. Rewriting with `hc` changes only the right side of the goal. Both sides are then values of `expect φ`, and the remaining steps, which are unchanged, prove that the two matrices are equal.

Fix (accepted with no message):

```diff
@@ -78,5 +78,8 @@
   refine (expect_hasDerivAt φ (((evol_hasDerivAt (-A) 0).mul_const (heis H B t)).fun_mul
     (evol_hasDerivAt A 0))).congr_deriv ?_
-  rw [h0, h0, ← smul_eq_mul, ← map_smul]
+  have hc : -I * expect φ (heis H B t * A - A * heis H B t) =
+      expect φ ((-I) • (heis H B t * A - A * heis H B t)) := by
+    rw [map_smul, smul_eq_mul]
+  rw [h0, h0, hc]
   congr 1
   simp only [one_mul, mul_one, smul_mul_assoc, mul_smul_comm, neg_mul]
```
